# On a symmetric interval, an even function couples kinetically only to the odd part of its partner

The kinetic coupling here is the integral of g f′ over [−a, a], where f and g are real functions of one variable belonging to two different components. The lemma `kineticCoupling_eq_odd_part` says that if f is even and continuously differentiable and g is continuous, then replacing g by its odd part (g(x) − g(−x))/2 leaves this integral unchanged. Neither function need be normalised or vanish at the ends of the interval. The attempt splits g into its odd and even parts, uses the preceding lemma to show that the even part contributes zero, and leaves `linarith` to combine the resulting equations.

The failing Lean file:

```lean
import Mathlib

open Matrix

namespace KineticBalanceCounterexample

noncomputable section

/-- The kinetic coupling `∫ g f'` on `[-a, a]` between a function `g` of one component
and a function `f` of the other. -/
def kineticCoupling (a : ℝ) (g f : ℝ → ℝ) : ℝ :=
  ∫ x in (-a)..a, g x * deriv f x

/-- The derivative of an even function is odd. -/
theorem deriv_neg_of_even {f : ℝ → ℝ} (hf : Function.Even f) (x : ℝ) :
    deriv f (-x) = -deriv f x := by
  have h := deriv_comp_neg f x
  have e : (fun y => f (-y)) = f := funext hf
  rw [e] at h
  linarith

/-- For even `f` and `g`, with `f` continuously differentiable and `g` continuous, the
function `g f'` is integrable on `[-a, a]` and the kinetic coupling vanishes. -/
theorem kineticCoupling_even_even (a : ℝ) {f g : ℝ → ℝ} (hf : ContDiff ℝ 1 f)
    (hg : Continuous g) (hfe : Function.Even f) (hge : Function.Even g) :
    IntervalIntegrable (fun x => g x * deriv f x) MeasureTheory.volume (-a) a ∧
      kineticCoupling a g f = 0 := by
  refine ⟨(hg.mul (hf.continuous_deriv le_rfl)).intervalIntegrable _ _, ?_⟩
  -- the integrand is odd
  have odd : ∀ x, g (-x) * deriv f (-x) = -(g x * deriv f x) := by
    intro x
    rw [hge x, deriv_neg_of_even hfe x]
    ring
  -- reflection maps the integral to its own negative
  have h := intervalIntegral.integral_comp_neg (a := -a) (b := a)
    (fun x => g x * deriv f x)
  simp only [odd, neg_neg, intervalIntegral.integral_neg] at h
  unfold kineticCoupling
  linarith

/-- An even, continuously differentiable function `f` couples only to the odd part of a continuous
function `g`. -/
theorem kineticCoupling_eq_odd_part (a : ℝ) {f g : ℝ → ℝ} (hf : ContDiff ℝ 1 f)
    (hg : Continuous g) (hfe : Function.Even f) :
    kineticCoupling a g f = kineticCoupling a (fun x => (g x - g (-x)) / 2) f := by
  have hgn : Continuous fun x => g (-x) := hg.comp continuous_neg
  have heven : Function.Even fun x => (g x + g (-x)) / 2 := by
    intro x
    show (g (-x) + g (- -x)) / 2 = (g x + g (-x)) / 2
    rw [neg_neg, add_comm]
  obtain ⟨h2, h0⟩ :=
    kineticCoupling_even_even a hf ((hg.add hgn).div_const 2) hfe heven
  have h1 : IntervalIntegrable (fun x => (g x - g (-x)) / 2 * deriv f x)
      MeasureTheory.volume (-a) a :=
    (((hg.sub hgn).div_const 2).mul (hf.continuous_deriv le_rfl)).intervalIntegrable _ _
  -- split `g` into its odd and even parts
  have hsum := intervalIntegral.integral_add h1 h2
  have e : (∫ x in (-a)..a, g x * deriv f x) =
      ∫ x in (-a)..a, ((g x - g (-x)) / 2 * deriv f x +
        (g x + g (-x)) / 2 * deriv f x) := by
    congr 1
    funext x
    ring
  unfold kineticCoupling at h0 ⊢
  linarith

end

end KineticBalanceCounterexample
```

The error:

```
Main.lean:65:2: error: linarith failed to find a contradiction
case h1
a : ℝ
f g : ℝ → ℝ
hf : ContDiff ℝ 1 f
hg : Continuous g
hfe : Function.Even f
hgn : Continuous fun x => g (-x)
heven : Function.Even fun x => (g x + g (-x)) / 2
h2 : IntervalIntegrable (fun x => (g + fun x => g (-x)) x / 2 * deriv f x) MeasureTheory.volume (-a) a
h0 : ∫ (x : ℝ) in -a..a, (fun x => (g + fun x => g (-x)) x / 2) x * deriv f x = 0
h1 : IntervalIntegrable (fun x => (g x - g (-x)) / 2 * deriv f x) MeasureTheory.volume (-a) a
hsum :
  ∫ (x : ℝ) in -a..a, (g x - g (-x)) / 2 * deriv f x + (g + fun x => g (-x)) x / 2 * deriv f x =
    (∫ (x : ℝ) in -a..a, (g x - g (-x)) / 2 * deriv f x) + ∫ (x : ℝ) in -a..a, (g + fun x => g (-x)) x / 2 * deriv f x
e :
  ∫ (x : ℝ) in -a..a, g x * deriv f x =
    ∫ (x : ℝ) in -a..a, (g x - g (-x)) / 2 * deriv f x + (g x + g (-x)) / 2 * deriv f x
a✝ : ∫ (x : ℝ) in -a..a, g x * deriv f x < ∫ (x : ℝ) in -a..a, (fun x => (g x - g (-x)) / 2) x * deriv f x
⊢ False
failed
```

The change, after which it compiles:

```diff
@@ -55,5 +55,12 @@
     (((hg.sub hgn).div_const 2).mul (hf.continuous_deriv le_rfl)).intervalIntegrable _ _
   -- split `g` into its odd and even parts
-  have hsum := intervalIntegral.integral_add h1 h2
+  have h2' : IntervalIntegrable (fun x => (g x + g (-x)) / 2 * deriv f x)
+      MeasureTheory.volume (-a) a := h2
+  have h0' : (∫ x in (-a)..a, (g x + g (-x)) / 2 * deriv f x) = 0 := h0
+  have hsum : (∫ x in (-a)..a, ((g x - g (-x)) / 2 * deriv f x +
+        (g x + g (-x)) / 2 * deriv f x)) =
+      (∫ x in (-a)..a, (g x - g (-x)) / 2 * deriv f x) +
+        ∫ x in (-a)..a, (g x + g (-x)) / 2 * deriv f x :=
+    intervalIntegral.integral_add h1 h2'
   have e : (∫ x in (-a)..a, g x * deriv f x) =
       ∫ x in (-a)..a, ((g x - g (-x)) / 2 * deriv f x +
@@ -62,6 +69,7 @@
     funext x
     ring
-  unfold kineticCoupling at h0 ⊢
-  linarith
+  show (∫ x in (-a)..a, g x * deriv f x) =
+    ∫ x in (-a)..a, (g x - g (-x)) / 2 * deriv f x
+  rw [e, hsum, h0', add_zero]
 
 end
```

What went wrong. The one error says that `linarith` could not derive the goal from the equations it had. The mathematics is all there, but the same integral is written in two ways. Because `h2` and `h0` come from `hg.add hgn`, they carry the even part as `(g + fun x => g (-x)) x / 2`, a sum of functions applied to `x`, and `hsum` inherits this form from `h2`. In `e` the same quantity is `(g x + g (-x)) / 2`. The two are equal by definition, but `linarith` treats each integral as an opaque term and does not unfold the addition of functions to match them, so `e` and `hsum` do not link up.

The repair restates the two facts as `h2'` and `h0'` in the pointwise form, which Lean accepts by definitional equality, and gives `hsum` an explicit statement in that form too. The new ending no longer relies on `linarith`: `show` writes the goal as plain integrals, and `rw` applies `e`, splits the integral with `hsum`, replaces the even part by zero with `h0'`, and removes the zero with `add_zero`.
